# Hund filling minimises the Brooks orbital-polarisation energy of one spin channel of a shell

## Question

The occupations of an l-shell can be taken as 0 or 1, or as real numbers in [0,1], and I want the second reading. Let n_m be the occupation of orbital m = −l, …, l in one spin channel, with Σ n_m = N a natural number, and L = Σ m n_m. The claim is that |L| ≤ N(2l+1−N)/2, attained by filling the highest m first, so that the Brooks energy E = −B L²/2 with B > 0 is lowest there, and that ∂E/∂n_m = −B L m. Can this be stated and proved in Lean 4 with Mathlib?

## Answer

### Setting

`shell l` is the set of integers from −l to l, with l natural. An occupation is a function `n : ℤ → ℝ` of which only the values on the shell enter. `Admissible l N n` requires 0 ≤ n_m ≤ 1 on the shell and Σ n_m = N; the bound N ≤ 2l+1 then follows. `orbitalMoment` is L in units of ħ, `brooksEnergy` is E with B a fixed real constant, and `maxMoment l N` is

L_max = N(2l+1−N)/2.

`hund l N` is the filling h with h_m = 1 for m > l−N and 0 otherwise. It is also 1 above the shell, so fillings are compared on the shell only.

In orbital-polarisation corrections to spin-density calculations for d and f shells, B is a Racah parameter of the shell, a combination of Slater integrals, and −B L m is the m-dependent shift of the one-electron level; the model here is a single shell and spin channel with diagonal occupations, integer N, constant B and no other energy term. The L of Hund's second rule labels many-electron atomic terms, whereas this L is the moment along the quantisation axis computed from occupations.

### Derivation

Summing n_m ≤ 1 over the 2l+1 orbitals gives N ≤ 2l+1. The filling h then occupies m = l−k for k = 0, …, N−1, so Σ h_m = N and

Σ m h_m = Σ_k (l−k) = N l − N(N−1)/2 = L_max.

Put c = l − N + 1/2, halfway between l−N and l−N+1. Since Σ (h_m − n_m) = N − N = 0, subtracting c times this sum changes nothing:

L_max − L = Σ (m − c)(h_m − n_m).

For m > l−N the factors are m − c > 0 and 1 − n_m ≥ 0. For m ≤ l−N they are m − c < 0 and −n_m ≤ 0. Every term is nonnegative, so L ≤ L_max. Equality makes each term vanish, and m − c ≠ 0 forces n_m = h_m.

The mirrored occupation n′_m = n_(−m) is admissible with moment −L, so −L ≤ L_max, with equality exactly when n_(−m) = h_m. Hence |L| ≤ L_max, L² ≤ L_max², and for B > 0

E = −B L²/2 ≥ −B L_max²/2,

with equality exactly when |L| = L_max.

Replacing n_m by a variable t gives L(t) = L + m(t − n_m), and at t = n_m

dE/dt = −B L(t) L′(t) = −B L m.

### The file

```lean
import Mathlib

open Finset

namespace BrooksOrbitalPolarization

noncomputable section

/-- The magnetic quantum numbers `m = -l, …, l` of a shell with angular momentum `l`. -/
def shell (l : ℕ) : Finset ℤ := Finset.Icc (-(l : ℤ)) l

/-- Occupations `n m` of the shell that lie in `[0, 1]` and add up to `N` electrons. -/
structure Admissible (l N : ℕ) (n : ℤ → ℝ) : Prop where
  nonneg : ∀ m ∈ shell l, 0 ≤ n m
  le_one : ∀ m ∈ shell l, n m ≤ 1
  sum_eq : ∑ m ∈ shell l, n m = N

/-- The orbital moment `L = ∑ m n_m` of the shell. -/
def orbitalMoment (l : ℕ) (n : ℤ → ℝ) : ℝ := ∑ m ∈ shell l, (m : ℝ) * n m

/-- The Brooks orbital-polarization energy `-B L² / 2`. -/
def brooksEnergy (B : ℝ) (l : ℕ) (n : ℤ → ℝ) : ℝ := -B * orbitalMoment l n ^ 2 / 2

/-- Hund filling: orbitals with `m > l - N` are full, the others are empty. -/
def hund (l N : ℕ) (m : ℤ) : ℝ := if (l : ℤ) - N < m then 1 else 0

/-- The value `N (2l + 1 - N) / 2`. -/
def maxMoment (l N : ℕ) : ℝ := (N : ℝ) * (2 * l + 1 - N) / 2

/-- Admissible occupations of the shell hold at most `2l + 1` electrons. -/
theorem Admissible.le_capacity {l N : ℕ} {n : ℤ → ℝ} (hn : Admissible l N n) :
    N ≤ 2 * l + 1 := by
  have hc : (shell l).card = 2 * l + 1 := by
    rw [shell, Int.card_Icc]
    omega
  have h := Finset.sum_le_card_nsmul (shell l) n 1 hn.le_one
  rw [hn.sum_eq, hc, nsmul_eq_mul, mul_one] at h
  exact_mod_cast h

/-- For `N ≤ 2l + 1`, a shell sum weighted by the Hund occupations is the sum over the `N` highest orbitals
`m = l, l - 1, …, l - N + 1`. -/
theorem sum_mul_hund (f : ℤ → ℝ) (l N : ℕ) (hN : N ≤ 2 * l + 1) :
    ∑ m ∈ shell l, f m * hund l N m = ∑ k ∈ range N, f ((l : ℤ) - k) := by
  induction N with
  | zero =>
    rw [Finset.sum_range_zero]
    refine Finset.sum_eq_zero fun m hm => ?_
    simp only [shell, Finset.mem_Icc] at hm
    rw [hund, if_neg (by omega), mul_zero]
  | succ N ih =>
    -- the next electron goes into the orbital `m = l - N`
    have step : ∀ m, f m * hund l (N + 1) m
        = f m * hund l N m + if m = (l : ℤ) - N then f m else 0 := by
      intro m
      unfold hund
      split_ifs <;> first | (exfalso; omega) | ring
    have hmem : (l : ℤ) - N ∈ shell l := by
      simp only [shell, Finset.mem_Icc]
      omega
    rw [Finset.sum_congr rfl fun m _ => step m, Finset.sum_add_distrib, ih (by omega),
      Finset.sum_range_succ, Finset.sum_ite_eq', if_pos hmem]

/-- For `N ≤ 2l + 1` the Hund filling is admissible and has orbital moment
`N (2l + 1 - N) / 2`. -/
theorem hund_attains (l N : ℕ) (hN : N ≤ 2 * l + 1) :
    Admissible l N (hund l N) ∧ orbitalMoment l (hund l N) = maxMoment l N := by
  refine ⟨⟨fun m _ => ?_, fun m _ => ?_, ?_⟩, ?_⟩
  · unfold hund
    split_ifs <;> norm_num
  · unfold hund
    split_ifs <;> norm_num
  · simpa using sum_mul_hund (fun _ => 1) l N hN
  · have harith : ∀ K : ℕ, ∑ k ∈ range K, (((l : ℤ) - k : ℤ) : ℝ) = maxMoment l K := by
      intro K
      induction K with
      | zero => simp [maxMoment]
      | succ K ih =>
        rw [Finset.sum_range_succ, ih]
        unfold maxMoment
        push_cast
        ring
    exact (sum_mul_hund (fun m => (m : ℝ)) l N hN).trans (harith N)

/-- The reflection `m → -m` of admissible occupations is admissible and reverses the sign of
the orbital moment. -/
theorem Admissible.reflect {l N : ℕ} {n : ℤ → ℝ} (hn : Admissible l N n) :
    Admissible l N (fun m => n (-m)) ∧
      orbitalMoment l (fun m => n (-m)) = -orbitalMoment l n := by
  have hmem : ∀ m, m ∈ shell l ↔ -m ∈ shell l := by
    intro m
    simp only [shell, Finset.mem_Icc]
    omega
  have hsum : ∀ g : ℤ → ℝ, ∑ m ∈ shell l, g (-m) = ∑ m ∈ shell l, g m := fun g =>
    Finset.sum_equiv (Equiv.neg ℤ) hmem (fun _ _ => rfl)
  refine ⟨⟨fun m hm => hn.nonneg _ ((hmem m).1 hm), fun m hm => hn.le_one _ ((hmem m).1 hm),
    (hsum n).trans hn.sum_eq⟩, ?_⟩
  unfold orbitalMoment
  rw [← hsum (fun m => (m : ℝ) * n m), ← Finset.sum_neg_distrib]
  refine Finset.sum_congr rfl fun m _ => ?_
  push_cast
  ring

/-- Admissible occupations have `L ≤ N (2l + 1 - N) / 2`, with equality exactly when they
agree with the Hund filling on the shell. -/
theorem moment_le {l N : ℕ} {n : ℤ → ℝ} (hn : Admissible l N n) :
    orbitalMoment l n ≤ maxMoment l N ∧
      (orbitalMoment l n = maxMoment l N ↔ ∀ m ∈ shell l, n m = hund l N m) := by
  obtain ⟨hh, hL⟩ := hund_attains l N hn.le_capacity
  -- measure `m` from a level `c` halfway between the full and the empty orbitals
  obtain ⟨c, hc⟩ : ∃ c : ℝ, c = (l : ℝ) - N + 1 / 2 := ⟨_, rfl⟩
  have gap : ∑ m ∈ shell l, ((m : ℝ) - c) * (hund l N m - n m)
      = maxMoment l N - orbitalMoment l n := by
    have e : ∀ m : ℤ, ((m : ℝ) - c) * (hund l N m - n m)
        = (m : ℝ) * hund l N m - m * n m - (c * hund l N m - c * n m) := fun m => by ring
    simp only [e, Finset.sum_sub_distrib, ← Finset.mul_sum]
    rw [hh.sum_eq, hn.sum_eq, ← hL, sub_self, sub_zero]
    rfl
  have above : ∀ m : ℤ, (l : ℤ) - N < m → 0 < (m : ℝ) - c := by
    intro m h
    have h1 : (l : ℤ) - N + 1 ≤ m := by omega
    have h2 : (l : ℝ) - N + 1 ≤ m := by exact_mod_cast h1
    linarith
  have below : ∀ m : ℤ, ¬ (l : ℤ) - N < m → (m : ℝ) - c < 0 := by
    intro m h
    have h1 : m ≤ (l : ℤ) - N := by omega
    have h2 : (m : ℝ) ≤ (l : ℝ) - N := by exact_mod_cast h1
    linarith
  -- every term of the gap is nonnegative
  have term : ∀ m ∈ shell l, 0 ≤ ((m : ℝ) - c) * (hund l N m - n m) := by
    intro m hm
    unfold hund
    split_ifs with h
    · exact mul_nonneg (above m h).le (by linarith [hn.le_one m hm])
    · exact mul_nonneg_of_nonpos_of_nonpos (below m h).le (by linarith [hn.nonneg m hm])
  refine ⟨by linarith [Finset.sum_nonneg term], fun h m hm => ?_, fun h => ?_⟩
  · have h0 := (Finset.sum_eq_zero_iff_of_nonneg term).1 (by rw [gap, h, sub_self]) m hm
    have hne : (m : ℝ) - c ≠ 0 := by
      by_cases h' : (l : ℤ) - N < m
      · exact (above m h').ne'
      · exact (below m h').ne
    have h1 := (mul_eq_zero.1 h0).resolve_left hne
    linarith
  · rw [← hL]
    exact Finset.sum_congr rfl fun m hm => by rw [h m hm]

/-- Admissible occupations have `|L| ≤ N (2l + 1 - N) / 2`, with equality exactly for the
Hund filling and its mirror image under `m → -m`. -/
theorem abs_moment_le {l N : ℕ} {n : ℤ → ℝ} (hn : Admissible l N n) :
    |orbitalMoment l n| ≤ maxMoment l N ∧
      (|orbitalMoment l n| = maxMoment l N ↔
        (∀ m ∈ shell l, n m = hund l N m) ∨ (∀ m ∈ shell l, n (-m) = hund l N m)) := by
  obtain ⟨h1, e1⟩ := moment_le hn
  obtain ⟨hr, hLr⟩ := hn.reflect
  obtain ⟨h2, e2⟩ := moment_le hr
  rw [hLr] at h2 e2
  have h0 : 0 ≤ maxMoment l N := by linarith
  refine ⟨abs_le.2 ⟨by linarith, h1⟩, ?_⟩
  rw [abs_eq h0]
  exact or_congr e1 (neg_eq_iff_eq_neg.symm.trans e2)

/-- For `B > 0` the Brooks energy of admissible occupations is at least that of the (admissible)
Hund filling, `-B (N (2l + 1 - N) / 2)² / 2`, with equality exactly for the Hund filling and
its mirror image. -/
theorem brooks_minimised_by_hund {B : ℝ} (hB : 0 < B) {l N : ℕ} {n : ℤ → ℝ}
    (hn : Admissible l N n) :
    Admissible l N (hund l N) ∧
      brooksEnergy B l (hund l N) = -B * maxMoment l N ^ 2 / 2 ∧
      brooksEnergy B l (hund l N) ≤ brooksEnergy B l n ∧
      (brooksEnergy B l n = brooksEnergy B l (hund l N) ↔
        (∀ m ∈ shell l, n m = hund l N m) ∨ (∀ m ∈ shell l, n (-m) = hund l N m)) := by
  obtain ⟨hh, hL⟩ := hund_attains l N hn.le_capacity
  obtain ⟨hle, heq⟩ := abs_moment_le hn
  have ha := abs_nonneg (orbitalMoment l n)
  unfold brooksEnergy
  rw [hL, ← heq, ← sq_abs (orbitalMoment l n)]
  refine ⟨hh, rfl, ?_, fun h => ?_, fun h => by rw [h]⟩
  · have hsq := mul_le_mul_of_nonneg_left (pow_le_pow_left₀ ha hle 2) hB.le
    linarith
  · exact (sq_eq_sq₀ ha (ha.trans hle)).1 (mul_left_cancel₀ hB.ne' (by linarith))

/-- The derivative of the Brooks energy with respect to the occupation of an orbital `m` of
the shell is `-B L m`. -/
theorem hasDerivAt_brooksEnergy (B : ℝ) (l : ℕ) (n : ℤ → ℝ) {m : ℤ} (hm : m ∈ shell l) :
    HasDerivAt (fun t => brooksEnergy B l (Function.update n m t))
      (-B * orbitalMoment l n * m) (n m) := by
  -- `L` is affine in `n m` with slope `m`
  have hL : ∀ t, orbitalMoment l (Function.update n m t)
      = orbitalMoment l n + m * (t - n m) := by
    intro t
    have e : ∀ k : ℤ, (k : ℝ) * Function.update n m t k
        = k * n k + if k = m then (k : ℝ) * (t - n m) else 0 := by
      intro k
      by_cases h : k = m
      · rw [if_pos h, h, Function.update_self]
        ring
      · rw [if_neg h, Function.update_of_ne h, add_zero]
    unfold orbitalMoment
    rw [Finset.sum_congr rfl fun k _ => e k, Finset.sum_add_distrib, Finset.sum_ite_eq',
      if_pos hm]
  have hE : (fun t => brooksEnergy B l (Function.update n m t)) = fun t =>
      -B * ((orbitalMoment l n + m * (t - n m)) * (orbitalMoment l n + m * (t - n m))) / 2 := by
    funext t
    rw [brooksEnergy, hL, sq]
  have h1 : HasDerivAt (fun t => orbitalMoment l n + (m : ℝ) * (t - n m)) ((m : ℝ) * 1) (n m) :=
    (((hasDerivAt_id' (n m)).sub_const (n m)).const_mul (m : ℝ)).const_add _
  rw [hE]
  exact (((h1.fun_mul h1).const_mul (-B)).div_const 2).congr_deriv (by ring)

end

end BrooksOrbitalPolarization
```
```lean
#print axioms BrooksOrbitalPolarization.brooks_minimised_by_hund
#print axioms BrooksOrbitalPolarization.hasDerivAt_brooksEnergy
```

```
'BrooksOrbitalPolarization.brooks_minimised_by_hund' depends on axioms: [propext, Classical.choice, Quot.sound]
'BrooksOrbitalPolarization.hasDerivAt_brooksEnergy' depends on axioms: [propext, Classical.choice, Quot.sound]
```

### The statements

`hund_attains` says that for N ≤ 2l+1 the filling h is admissible with moment L_max. `abs_moment_le` gives |L| ≤ L_max for admissible n, with equality if and only if n_m = h_m on the whole shell or n_(−m) = h_m on the whole shell. `brooks_minimised_by_hund` adds, for `0 < B`, the energy −B L_max²/2 of h, the inequality, and the same two equality cases. For N = 0 or N = 2l+1, which are the only cases when l = 0, L_max is 0 and the two fillings coincide.

`hasDerivAt_brooksEnergy` holds for any B, any n and any m in the shell. `Function.update n m t` moves one occupation and fixes the others, so this is the unconstrained partial derivative, along which Σ n_m changes.

### The proof

`Admissible.le_capacity` is the counting bound. `sum_mul_hund` converts an h-weighted shell sum into a sum over `range N` by induction on N, `step` adding the orbital m = l−N; `hund_attains` applies it with weights 1 and m, and `harith` sums the series. In `moment_le`, `gap` is the identity for L_max − L, `above` and `below` give the sign of m − c, and `term` the sign of each product. `Admissible.reflect` reindexes by `Equiv.neg ℤ`, and `abs_moment_le` applies `moment_le` to n and to its mirror. The energy theorem rewrites L² as |L|² and cancels B in the equality case. For the derivative, `hL` is the affine form of L(t) and `h1.fun_mul h1` the product rule.

### Remarks

For a d shell with two electrons, l = 2 and N = 2, h fills m = 2 and 1, so L_max = 3, E = −4.5 B and c = 1/2. The occupation n_2 = 1, n_1 = n_0 = 1/2 has L = 5/2 and E = −3.125 B. Its gap is

(1 − 1/2)(1 − 1/2) + (0 − 1/2)(0 − 1/2) = 1/2 = 3 − 5/2.

At h the level shifts are −3 B m.

Without n_m ≤ 1 the bound fails: l = 1, N = 2, n_1 = 2 gives L = 2 while L_max = 1. With B < 0, l = 1 and N = 1, the electron in m = 0 has E = 0, below the value |B|/2 of h.

The gap identity works equally with m replaced by real level energies ε_m: Σ ε_m n_m is smallest when the N lowest levels are full, and uniquely so if a constant c lies strictly between these levels and the rest. That extension and the examples above are argued on paper and are not theorems of the file.
